# Positive semidefinite pair and hole matrices need not come from three fermions

Take two spin orbitals, 0 and 1. Suppose that orbital 0 is filled with probability $1/2$, while both orbitals are filled together with probability $1$. The probability of finding 0 filled and 1 empty would then be $1/2-1=-1/2$. No state allows this, yet on six orbitals such data can pass two well-known positivity tests.

## Three positivity tests

Let $a_i^\dagger$ create a fermion in orbital $i$, and let $\langle\cdot\rangle$ be the average in a three-particle state. The one-particle matrix is $g_{ik}=\langle a_i^\dagger a_k\rangle$. The two-particle, two-hole and particle-hole matrices are

$$D_{ij,kl}=\langle a_i^\dagger a_j^\dagger a_l a_k\rangle,\quad Q_{ij,kl}=\langle a_i a_j a_l^\dagger a_k^\dagger\rangle,\quad G_{ij,kl}=\langle a_i^\dagger a_j a_l^\dagger a_k\rangle .$$

Each is positive semidefinite in any state. The anticommutation relations express $Q$ and $G$ through $g$ and $D$:

$$\begin{aligned}Q_{ij,kl}={}&\delta_{ik}\delta_{jl}-\delta_{il}\delta_{jk}-\delta_{ik}g_{lj}-\delta_{jl}g_{ki}\\&+\delta_{il}g_{kj}+\delta_{jk}g_{li}+D_{kl,ij},\\ G_{ij,kl}={}&\delta_{jl}g_{ik}-D_{il,kj}.\end{aligned}$$

For three fermions in six orbitals, a variational calculation that imposes only the trace, antisymmetry and contraction conditions with $D,Q\ge 0$ admits the unphysical matrix below, so its minimum can lie below the true ground-state energy.

## The candidate and what is claimed

Pair the orbitals as 01, 23, 45, and let $\pi(i)$ be the partner of $i$. Set $g=\tfrac12\mathbb 1$ and

$$D_{ij,kl}=\delta_{j,\pi(i)}\,(\delta_{ik}\delta_{jl}-\delta_{il}\delta_{jk}).$$

The theorem `DQ_conditions_insufficient` says that $\operatorname{tr}g=3$, that $D$ is antisymmetric in its first pair and contracts to $2g$, and that $D$ and $Q$ are positive semidefinite. It also says that $G_{01,01}=-\tfrac12$, that $G$ is not positive semidefinite, and that $D$ is not representable.

In Lean the orbitals are `Fin 6`, and the matrices `pairD`, `holeMatrix` and `particleHole` are indexed by ordered pairs, so 01 and 10 are separate indices. `IsRepresentable` means that $D$ is the two-particle matrix of a finite ensemble of normalised antisymmetric wavefunctions $\psi_s(i,j,m)$, with weights $w_s\ge0$ summing to one. Pure states are the case of a single member.

The factors 3 and 6 in `oneRDM` and `twoRDM` are $N$ and $N(N-1)$ at $N=3$. There are no creation operators in the file: the formulas for $Q$ and $G$ enter as definitions. The orbital set is finite and the particle number is fixed.

## The candidate passes the tests on D and Q

**Contraction.** In $\sum_j D_{ij,kj}$ only $j=\pi(i)$ contributes, and it gives $\delta_{ik}=2g_{ik}$. The trace of $g$ is $6\cdot\tfrac12=3$.

**Positivity of $D$.** Let $b_1=e_{01}-e_{10}$, and define $b_2,b_3$ likewise for 23 and 45, where $e_{ij}$ is the unit vector of the ordered pair $ij$. Then $D=\sum_a b_ab_a^{T}\ge0$. The normalised vectors $b_a/\sqrt2$ have eigenvalue 2; all other eigenvalues vanish.

**Positivity of $Q$.** With $g=\tfrac12\mathbb 1$, the four one-particle terms add up to $-\delta_{ik}\delta_{jl}+\delta_{il}\delta_{jk}$ and cancel the constants. Since $D$ is real and symmetric, $Q=D\ge0$.

## No ensemble has a negative diagonal entry of G

For an antisymmetric $\psi$, put $S=\sum_m|\psi(i,j,m)|^2$ and $R=\sum_{k,m}|\psi(i,k,m)|^2$. The terms of $R$ with $k=j$ give $S$. The terms with $k\ne j$ give at least

$$\sum_{k\neq j}|\psi(i,k,j)|^2=\sum_{k\ne j}|\psi(i,j,k)|^2=S,$$

because $\psi(i,j,j)=0$. Hence $2S\le R$. Writing $S_s,R_s$ for the member $\psi_s$ of an ensemble,

$$G_{ij,ij}=g_{ii}-D_{ij,ij}=\sum_s w_s(3R_s-6S_s)\ge0.$$

The candidate has $G_{01,01}=\tfrac12-1=-\tfrac12$. If an ensemble produced $D$, its one-particle matrix would follow from

$$\sum_jD_{ij,kj}=6\sum_s w_s\sum_{j,m}\overline{\psi_s(i,j,m)}\,\psi_s(k,j,m)=2g_{ik}.$$

It would therefore have $g_{00}=\tfrac12$ and the same negative entry, which is a contradiction.

## Bosons can break the inequality

Without antisymmetry the bound $2S\le R$ can fail. Put all three particles in a single orbital, $\psi(0,0,0)=1$. Then $S=R=1$ for $i=j=0$, and $3R-6S=-3$. This number is not the bosonic average $\langle a_0^\dagger a_0a_0^\dagger a_0\rangle$, which is $9$: the formula for $G$ in terms of $g$ and $D$ rests on the anticommutation relations and does not hold for bosons.

## More particles at half filling

The file treats three particles, but the same argument by hand covers $N\ge3$ fermions in $2N$ paired orbitals. Keep $g=\tfrac12\mathbb 1$ and multiply the pairing matrix by $(N-1)/2$, so that it contracts to $(N-1)g$. Again $Q=D\ge0$, while $G_{01,01}=(2-N)/2<0$.

## The Lean file

```lean
import Mathlib

open Matrix
open scoped ComplexOrder ComplexConjugate

namespace InsufficientDQ

noncomputable section

variable {ι σ : Type*} [Fintype ι] [DecidableEq ι] [Fintype σ]

/-- A three-particle wavefunction is fermionic if it changes sign when neighbouring
arguments are exchanged. -/
def IsFermionic (ψ : ι → ι → ι → ℂ) : Prop :=
  ∀ i j k, ψ j i k = -ψ i j k ∧ ψ i k j = -ψ i j k

/-- One-particle density matrix of three particles in the states `ψ s` with weights `w s`. -/
def oneRDM (w : σ → ℝ) (ψ : σ → ι → ι → ι → ℂ) : Matrix ι ι ℂ :=
  fun i k => 3 * ∑ s, (w s : ℂ) * ∑ j, ∑ m, conj (ψ s i j m) * ψ s k j m

/-- Two-particle density matrix of the same ensemble, indexed by ordered orbital pairs. -/
def twoRDM (w : σ → ℝ) (ψ : σ → ι → ι → ι → ℂ) : Matrix (ι × ι) (ι × ι) ℂ :=
  fun p q => 6 * ∑ s, (w s : ℂ) * ∑ m, conj (ψ s p.1 p.2 m) * ψ s q.1 q.2 m

/-- `D` is representable if it is the two-particle density matrix of a finite ensemble of
normalised three-fermion wavefunctions. -/
def IsRepresentable (D : Matrix (ι × ι) (ι × ι) ℂ) : Prop :=
  ∃ (n : ℕ) (w : Fin n → ℝ) (ψ : Fin n → ι → ι → ι → ℂ),
    (∀ s, 0 ≤ w s) ∧ ∑ s, w s = 1 ∧
    (∀ s, IsFermionic (ψ s) ∧ ∑ i, ∑ j, ∑ k, ‖ψ s i j k‖ ^ 2 = 1) ∧ D = twoRDM w ψ

/-- The two-hole matrix `Q(ij,kl) = ⟨a_i a_j a_l† a_k†⟩`, written in terms of `g` and `D`. -/
def holeMatrix (g : Matrix ι ι ℂ) (D : Matrix (ι × ι) (ι × ι) ℂ) :
    Matrix (ι × ι) (ι × ι) ℂ := fun p q =>
  (1 : Matrix ι ι ℂ) p.1 q.1 * (1 : Matrix ι ι ℂ) p.2 q.2
    - (1 : Matrix ι ι ℂ) p.1 q.2 * (1 : Matrix ι ι ℂ) p.2 q.1
    - (1 : Matrix ι ι ℂ) p.1 q.1 * g q.2 p.2 - (1 : Matrix ι ι ℂ) p.2 q.2 * g q.1 p.1
    + (1 : Matrix ι ι ℂ) p.1 q.2 * g q.1 p.2 + (1 : Matrix ι ι ℂ) p.2 q.1 * g q.2 p.1
    + D q p

/-- The particle-hole matrix `G(ij,kl) = ⟨a_i† a_j a_l† a_k⟩`, written in terms of `g` and `D`. -/
def particleHole (g : Matrix ι ι ℂ) (D : Matrix (ι × ι) (ι × ι) ℂ) :
    Matrix (ι × ι) (ι × ι) ℂ := fun p q =>
  (1 : Matrix ι ι ℂ) p.2 q.2 * g p.1 q.1 - D (p.1, q.2) (q.1, p.2)

/-- The partner of each orbital in the pairing 01, 23, 45. -/
def partner : Fin 6 → Fin 6 := ![1, 0, 3, 2, 5, 4]

/-- Integer entries of the pair matrix: the antisymmetrised identity on partnered orbitals,
and zero on all other pairs. -/
def pairTable (p q : Fin 6 × Fin 6) : ℤ :=
  if partner p.1 = p.2 then (if p = q then 1 else 0) - (if p = q.swap then 1 else 0) else 0

/-- The candidate two-particle matrix `D`, with the entries of `pairTable`. -/
def pairD : Matrix (Fin 6 × Fin 6) (Fin 6 × Fin 6) ℂ := fun p q => (pairTable p q : ℂ)

/-- The one-particle matrix `g = 1/2` on six orbitals. -/
def halfFilling : Matrix (Fin 6) (Fin 6) ℂ := (1 / 2 : ℂ) • 1

omit [DecidableEq ι] in
/-- Tracing out one particle of the two-particle matrix of a three-particle ensemble gives
twice the one-particle matrix. -/
theorem twoRDM_contraction (w : σ → ℝ) (ψ : σ → ι → ι → ι → ℂ) (i k : ι) :
    ∑ j, twoRDM w ψ (i, j) (k, j) = 2 * oneRDM w ψ i k := by
  simp only [twoRDM, oneRDM]
  rw [← Finset.mul_sum, Finset.sum_comm]
  simp only [← Finset.mul_sum]
  ring

/-- In a three-fermion wavefunction, twice the weight with the first particle in `i` and the
second in `j` is at most the weight with the first particle in `i`. -/
theorem pair_weight_le {ψ : ι → ι → ι → ℂ} (hψ : IsFermionic ψ) (i j : ι) :
    2 * ∑ m, ‖ψ i j m‖ ^ 2 ≤ ∑ k, ∑ m, ‖ψ i k m‖ ^ 2 := by
  -- no two fermions share the orbital j
  have h0 : ψ i j j = 0 := self_eq_neg.mp (hψ i j j).2
  have h1 := Finset.add_sum_erase Finset.univ
    (fun k => ∑ m, ‖ψ i k m‖ ^ 2) (Finset.mem_univ j)
  have h2 := Finset.add_sum_erase Finset.univ
    (fun m => ‖ψ i j m‖ ^ 2) (Finset.mem_univ j)
  -- the particle in j may equally well be the third one
  have h3 : ∑ k ∈ Finset.univ.erase j, ‖ψ i j k‖ ^ 2
      ≤ ∑ k ∈ Finset.univ.erase j, ∑ m, ‖ψ i k m‖ ^ 2 := by
    refine Finset.sum_le_sum fun k _ => ?_
    have hs : ‖ψ i j k‖ ^ 2 = ‖ψ i k j‖ ^ 2 := by rw [(hψ i j k).2, norm_neg]
    rw [hs]
    exact Finset.single_le_sum (f := fun m => ‖ψ i k m‖ ^ 2)
      (fun m _ => sq_nonneg _) (Finset.mem_univ j)
  simp only [h0, norm_zero] at h1 h2
  linarith

/-- For every three-fermion ensemble with non-negative weights, the diagonal entries of `G`
have non-negative real part. -/
theorem particleHole_diag_nonneg (w : σ → ℝ) (ψ : σ → ι → ι → ι → ℂ)
    (hw : ∀ s, 0 ≤ w s) (hψ : ∀ s, IsFermionic (ψ s)) (i j : ι) :
    0 ≤ (particleHole (oneRDM w ψ) (twoRDM w ψ) (i, j) (i, j)).re := by
  have hg : oneRDM w ψ i i
      = ((3 * ∑ s, w s * ∑ k, ∑ m, ‖ψ s i k m‖ ^ 2 : ℝ) : ℂ) := by
    simp [oneRDM, Complex.conj_mul']
  have hD : twoRDM w ψ (i, j) (i, j)
      = ((6 * ∑ s, w s * ∑ m, ‖ψ s i j m‖ ^ 2 : ℝ) : ℂ) := by
    simp [twoRDM, Complex.conj_mul']
  simp only [particleHole, Matrix.one_apply_eq, one_mul]
  rw [hg, hD, ← Complex.ofReal_sub, Complex.ofReal_re]
  -- average the bound for single wavefunctions over the ensemble
  have h : ∑ s, w s * (2 * ∑ m, ‖ψ s i j m‖ ^ 2)
      ≤ ∑ s, w s * ∑ k, ∑ m, ‖ψ s i k m‖ ^ 2 :=
    Finset.sum_le_sum fun s _ =>
      mul_le_mul_of_nonneg_left (pair_weight_le (hψ s) i j) (hw s)
  have e : ∑ s, w s * (2 * ∑ m, ‖ψ s i j m‖ ^ 2)
      = 2 * ∑ s, w s * ∑ m, ‖ψ s i j m‖ ^ 2 := by
    rw [Finset.mul_sum]
    exact Finset.sum_congr rfl fun s _ => by ring
  linarith

/-- The candidate `D` changes sign when the two orbitals of its first pair are exchanged. -/
theorem pairD_antisymm (i j : Fin 6) (q : Fin 6 × Fin 6) :
    pairD (j, i) q = -pairD (i, j) q := by
  have h : ∀ (i j : Fin 6) (q : Fin 6 × Fin 6),
      pairTable (j, i) q = -pairTable (i, j) q := by decide +kernel
  simp only [pairD, h i j q, Int.cast_neg]

/-- The candidate `D` contracts to `2g` with `g = 1/2`. -/
theorem pairD_contraction (i k : Fin 6) :
    ∑ j, pairD (i, j) (k, j) = 2 * halfFilling i k := by
  have h : ∀ i k : Fin 6, ∑ j, pairTable (i, j) (k, j) = if i = k then 1 else 0 := by
    decide +kernel
  simp only [pairD]
  rw [← Int.cast_sum, h]
  by_cases hik : i = k <;> simp [halfFilling, hik]

/-- The candidate `D` is positive semidefinite. -/
theorem pairD_posSemidef : pairD.PosSemidef := by
  -- one antisymmetric pair function for each of the pairs 01, 23, 45
  let b : Fin 3 → Fin 6 × Fin 6 → ℤ := fun a p =>
    (if p = (![0, 2, 4] a, ![1, 3, 5] a) then 1 else 0)
      - (if p = (![1, 3, 5] a, ![0, 2, 4] a) then 1 else 0)
  have h : ∀ p q, pairTable p q = ∑ a, b a p * b a q := by decide +kernel
  let B : Matrix (Fin 3) (Fin 6 × Fin 6) ℂ := fun a p => (b a p : ℂ)
  have hB : pairD = Bᴴ * B := by
    ext p q
    rw [Matrix.mul_apply]
    simp only [pairD, h p q, Int.cast_sum, Int.cast_mul]
    refine Finset.sum_congr rfl fun a _ => ?_
    rw [Matrix.conjTranspose_apply]
    change (b a p : ℂ) * (b a q : ℂ) = star (b a p : ℂ) * (b a q : ℂ)
    rw [star_intCast]
  rw [hB]
  exact Matrix.posSemidef_conjTranspose_mul_self B

/-- At `g = 1/2` the two-hole matrix of the candidate equals `D` itself. -/
theorem holeMatrix_eq : holeMatrix halfFilling pairD = pairD := by
  have hs : ∀ a b : Fin 6, (1 : Matrix (Fin 6) (Fin 6) ℂ) a b
      = (1 : Matrix (Fin 6) (Fin 6) ℂ) b a := by
    intro a b
    by_cases h : a = b
    · rw [h]
    · rw [Matrix.one_apply_ne h, Matrix.one_apply_ne (Ne.symm h)]
  have ht : ∀ p q, pairTable q p = pairTable p q := by decide +kernel
  ext ⟨i, j⟩ ⟨k, l⟩
  have hD : pairD (k, l) (i, j) = pairD (i, j) (k, l) := by
    simp only [pairD, ht (i, j) (k, l)]
  simp only [holeMatrix, halfFilling, Matrix.smul_apply, smul_eq_mul]
  -- the one-particle terms cancel the constant terms
  change (1 : Matrix (Fin 6) (Fin 6) ℂ) i k * (1 : Matrix (Fin 6) (Fin 6) ℂ) j l
    - (1 : Matrix (Fin 6) (Fin 6) ℂ) i l * (1 : Matrix (Fin 6) (Fin 6) ℂ) j k
    - (1 : Matrix (Fin 6) (Fin 6) ℂ) i k * (1 / 2 * (1 : Matrix (Fin 6) (Fin 6) ℂ) l j)
    - (1 : Matrix (Fin 6) (Fin 6) ℂ) j l * (1 / 2 * (1 : Matrix (Fin 6) (Fin 6) ℂ) k i)
    + (1 : Matrix (Fin 6) (Fin 6) ℂ) i l * (1 / 2 * (1 : Matrix (Fin 6) (Fin 6) ℂ) k j)
    + (1 : Matrix (Fin 6) (Fin 6) ℂ) j k * (1 / 2 * (1 : Matrix (Fin 6) (Fin 6) ℂ) l i)
    + pairD (k, l) (i, j) = pairD (i, j) (k, l)
  rw [hD, hs l j, hs k i, hs k j, hs l i]
  ring

/-- The candidate has the negative diagonal entry `G(01,01) = -1/2`. -/
theorem particleHole_value :
    particleHole halfFilling pairD (0, 1) (0, 1) = -1 / 2 := by
  have t : pairTable (0, 1) (0, 1) = 1 := by decide +kernel
  simp only [particleHole, halfFilling, pairD, t, Matrix.smul_apply,
    Matrix.one_apply_eq, smul_eq_mul, Int.cast_one]
  norm_num

/-- The candidate `D` belongs to no ensemble of three-fermion wavefunctions. -/
theorem pairD_not_representable : ¬ IsRepresentable pairD := by
  rintro ⟨n, w, ψ, hw, -, hψ, hD⟩
  -- contraction fixes the one-particle matrix
  have hg : halfFilling 0 0 = oneRDM w ψ 0 0 := by
    have h1 := twoRDM_contraction w ψ 0 0
    rw [← hD, pairD_contraction] at h1
    exact mul_left_cancel₀ two_ne_zero h1
  have hG := particleHole_diag_nonneg w ψ hw (fun s => (hψ s).1) 0 1
  have hv := particleHole_value
  rw [← hD] at hG
  simp only [particleHole] at hG hv
  rw [← hg, hv] at hG
  norm_num at hG

/-- For three particles in six orbitals, `g = 1/2` and the antisymmetric `D` satisfy the trace
and contraction conditions with `D` and `Q` positive semidefinite, yet `G` is not positive
semidefinite and `D` is not representable. -/
theorem DQ_conditions_insufficient :
    halfFilling.trace = 3 ∧
    (∀ i j q, pairD (j, i) q = -pairD (i, j) q) ∧
    (∀ i k, ∑ j, pairD (i, j) (k, j) = 2 * halfFilling i k) ∧
    pairD.PosSemidef ∧ (holeMatrix halfFilling pairD).PosSemidef ∧
    particleHole halfFilling pairD (0, 1) (0, 1) = -1 / 2 ∧
    ¬ (particleHole halfFilling pairD).PosSemidef ∧ ¬ IsRepresentable pairD := by
  refine ⟨?_, pairD_antisymm, pairD_contraction, pairD_posSemidef, ?_,
    particleHole_value, ?_, pairD_not_representable⟩
  · rw [halfFilling, Matrix.trace_smul, Matrix.trace_one, Fintype.card_fin, smul_eq_mul]
    norm_num
  · rw [holeMatrix_eq]
    exact pairD_posSemidef
  · intro h
    -- a positive semidefinite matrix has no negative diagonal entry
    have h1 := h.diag_nonneg (i := ((0, 1) : Fin 6 × Fin 6))
    rw [particleHole_value] at h1
    have h2 := (Complex.le_def.mp h1).1
    norm_num at h2

end

end InsufficientDQ
```

```lean
#print axioms InsufficientDQ.pairD_not_representable
-- 'InsufficientDQ.pairD_not_representable' depends on axioms: [propext, Classical.choice, Quot.sound]
#print axioms InsufficientDQ.DQ_conditions_insufficient
-- 'InsufficientDQ.DQ_conditions_insufficient' depends on axioms: [propext, Classical.choice, Quot.sound]
```

## From the inequality to the exclusion

`twoRDM_contraction` exchanges the finite sums and compares the prefactors 6 and 3. `pair_weight_le` is the bound $2S\le R$: `h0` is the exclusion principle, `h1` and `h2` split off the terms with orbital $j$, and `h3` moves the particle in $j$ from the second place to the third. `particleHole_diag_nonneg` writes $g_{ii}$ and $D_{ij,ij}$ as real sums of squared moduli and averages the bound with the weights.

The candidate's entries are integers, so `decide +kernel` settles its antisymmetry, its contraction and its decomposition into the $b_a$ by going through all indices. The results are then cast to complex numbers. `pairD_posSemidef` collects the $b_a$ as the rows of a matrix `B` and uses $D=B^\dagger B$. In `holeMatrix_eq`, symmetry of the identity matrix and of the table brings the terms into matching form, and `ring` carries out the cancellation.

`pairD_not_representable` assumes an ensemble, recovers $g_{00}$ by contraction, and sets `particleHole_value` against the non-negativity of $G_{01,01}$. The final theorem assembles these results; the failure of $G\ge0$ follows because a positive semidefinite matrix has no negative diagonal entry.
